# With non-negative weights, the second-order Brillouin–Wigner equation has exactly one root below all excited levels

Take one reference state at energy $E_0=0$ and one excited state at $E_1=3$, with squared coupling $w_1=4$. The second-order Brillouin–Wigner equation is then $E=4/(E-3)$, or $E^2-3E-4=0$, with roots $-1$ and $4$. Only $-1$ lies below the excited level. It also lies between the second-order Rayleigh–Schrödinger energy, $0+4/(0-3)=-4/3$, and the reference energy $0$.

I believe the same holds for any finite number of excited levels $E_k>E_0$ and weights $w_k\ge 0$: the equation

$$E=E_0+\sum_k\frac{w_k}{E-E_k}$$

has exactly one root below all the $E_k$, and

$$E_0+\sum_k\frac{w_k}{E_0-E_k}\;\le\;E\;\le\;E_0 .$$

With many levels I can no longer solve for the root and look. Can this be proved rigorously and checked by machine, preferably with a Hamiltonian behind the equation?

## A non-increasing self-energy meets a rising line once

Yes. Write $\Sigma(E)=\sum_k w_k/(E-E_k)$ for the self-energy at trial energy $E$. Below all excited levels every denominator is negative, so $\Sigma(E)\le 0$. For $E\le E'$, both below all $E_k$, each term satisfies

$$\frac{w_k}{E-E_k}-\frac{w_k}{E'-E_k}=\frac{w_k\,(E'-E)}{(E-E_k)(E'-E_k)}\ge 0,$$

because the denominator on the right is a product of two negative numbers. Summing over $k$ gives $\Sigma(E')\le\Sigma(E)$.

**Bounds.** Let $E$ be a root below all $E_k$. Then $E=E_0+\Sigma(E)\le E_0$. Monotonicity between $E$ and $E_0$ now gives $\Sigma(E_0)\le\Sigma(E)$, hence $E_0+\Sigma(E_0)\le E$.

**Uniqueness.** If $E\le E'$ are two such roots, then $E'=E_0+\Sigma(E')\le E_0+\Sigma(E)=E$, so they are equal.

**Existence.** Put $a=E_0+\Sigma(E_0)\le E_0$ and $g(E)=E-E_0-\Sigma(E)$. On $[a,E_0]$ no denominator vanishes, so $g$ is continuous. At the ends,

$$g(a)=\Sigma(E_0)-\Sigma(a)\le 0,\qquad g(E_0)=-\Sigma(E_0)\ge 0,$$

and the intermediate value theorem supplies a zero.

**Strictness.** If some $w_j>0$, then $\Sigma(E)<0$ at the root, so $E<E_0$. The $j$-th term of the difference $\Sigma(E)-\Sigma(E_0)$ is then strictly positive, which makes the lower bound strict too. If all weights vanish, the root is $E_0$ and the two bounds coincide.

## The Hamiltonian for which the equation is exact

Let the reference state couple to excited state $k$ by a complex amplitude $v_k$, and let the excited states not couple to each other. With $c_0$ and $c_k$ the components of an eigenvector, the eigenvalue equations are

$$E_0c_0+\sum_k \overline{v_k}\,c_k=E\,c_0,\qquad v_kc_0+E_kc_k=E\,c_k .$$

For $E$ below all $E_k$, the second set gives $c_k=v_kc_0/(E-E_k)$. If $c_0$ were zero, the whole vector would vanish, so $c_0\ne 0$. Inserting $c_k$ into the first equation and dividing by $c_0$ yields the Brillouin–Wigner equation with $w_k=|v_k|^2$.

Conversely, given a solution $E$ below all $E_k$, the vector with $c_0=1$ and $c_k=v_k/(E-E_k)$ is an eigenvector. After normalisation, the weight of the reference state in it is

$$\Big(1+\sum_k\frac{|v_k|^2}{(E-E_k)^2}\Big)^{-1}.$$

In the opening example, with $v_1=2$, the normalised eigenvector is $(2,-1)/\sqrt5$ and this weight is $4/5$.

Here is the complete Lean file.

```lean
import Mathlib

open Matrix ComplexConjugate

namespace BrillouinWigner

noncomputable section

variable {ι : Type*} [Fintype ι]

/-- The second-order self-energy `∑ w_k / (E - E_k)` at trial energy `E`, for `E` different
from every `E_k`. -/
def selfEnergy (w e : ι → ℝ) (E : ℝ) : ℝ := ∑ k, w k / (E - e k)

/-- `E` lies below all excited levels and solves the second-order Brillouin-Wigner equation. -/
def IsBWRoot (E₀ : ℝ) (w e : ι → ℝ) (E : ℝ) : Prop :=
  (∀ k, E < e k) ∧ E = E₀ + selfEnergy w e E

/-- For non-negative weights, the self-energy does not increase with the trial energy below all
excited levels. -/
theorem selfEnergy_anti {w e : ι → ℝ} (hw : ∀ k, 0 ≤ w k) {E E' : ℝ}
    (h : E ≤ E') (hE' : ∀ k, E' < e k) : selfEnergy w e E' ≤ selfEnergy w e E := by
  unfold selfEnergy
  refine Finset.sum_le_sum fun k _ => ?_
  have h2 : E' - e k < 0 := sub_neg.2 (hE' k)
  have h1 : E - e k < 0 := by linarith
  have h3 : 0 ≤ w k / (E - e k) - w k / (E' - e k) := by
    rw [div_sub_div _ _ h1.ne h2.ne]
    apply div_nonneg
    · nlinarith [mul_nonneg (hw k) (sub_nonneg.2 h)]
    · exact (mul_pos_of_neg_of_neg h1 h2).le
  linarith

/-- For non-negative weights and `E₀` below all excited levels, every root below those levels lies
between the second-order Rayleigh-Schrödinger energy and the unperturbed energy. -/
theorem IsBWRoot.bounds {E₀ E : ℝ} {w e : ι → ℝ} (hw : ∀ k, 0 ≤ w k)
    (h₀ : ∀ k, E₀ < e k) (h : IsBWRoot E₀ w e E) :
    E₀ + selfEnergy w e E₀ ≤ E ∧ E ≤ E₀ := by
  have hneg : selfEnergy w e E ≤ 0 :=
    Finset.sum_nonpos fun k _ =>
      div_nonpos_of_nonneg_of_nonpos (hw k) (sub_neg.2 (h.1 k)).le
  have hle : E ≤ E₀ := by linarith [h.2]
  exact ⟨by linarith [h.2, selfEnergy_anti hw hle h₀], hle⟩

/-- For non-negative weights and `E₀` below all excited levels, the second-order Brillouin-Wigner
equation has exactly one root below those levels, and it lies between the second-order
Rayleigh-Schrödinger energy and the unperturbed energy. -/
theorem brillouinWigner_root {E₀ : ℝ} {w e : ι → ℝ} (hw : ∀ k, 0 ≤ w k)
    (h₀ : ∀ k, E₀ < e k) :
    ∃ E, IsBWRoot E₀ w e E ∧ E₀ + selfEnergy w e E₀ ≤ E ∧ E ≤ E₀ ∧
      ∀ E', IsBWRoot E₀ w e E' → E' = E := by
  have hneg : selfEnergy w e E₀ ≤ 0 :=
    Finset.sum_nonpos fun k _ =>
      div_nonpos_of_nonneg_of_nonpos (hw k) (sub_neg.2 (h₀ k)).le
  have hab : E₀ + selfEnergy w e E₀ ≤ E₀ := by linarith
  have hs : ContinuousOn (fun E => selfEnergy w e E)
      (Set.Icc (E₀ + selfEnergy w e E₀) E₀) := by
    unfold selfEnergy
    exact continuousOn_finsetSum _ fun k _ =>
      continuousOn_const.div (continuousOn_id.sub continuousOn_const)
        fun x hx => (sub_neg.2 (lt_of_le_of_lt hx.2 (h₀ k))).ne
  have hc : ContinuousOn (fun E => E - (E₀ + selfEnergy w e E))
      (Set.Icc (E₀ + selfEnergy w e E₀) E₀) :=
    continuousOn_id.sub (continuousOn_const.add hs)
  -- the mismatch of the two sides is non-positive at the lower bound, non-negative at the upper
  have hmem : (0 : ℝ) ∈ Set.Icc
      ((E₀ + selfEnergy w e E₀) - (E₀ + selfEnergy w e (E₀ + selfEnergy w e E₀)))
      (E₀ - (E₀ + selfEnergy w e E₀)) :=
    ⟨by linarith [selfEnergy_anti hw hab h₀], by linarith⟩
  obtain ⟨E, hE, hroot⟩ := intermediate_value_Icc hab hc hmem
  have hroot' : E - (E₀ + selfEnergy w e E) = 0 := hroot
  have hlt : ∀ k, E < e k := fun k => lt_of_le_of_lt hE.2 (h₀ k)
  refine ⟨E, ⟨hlt, by linarith⟩, hE.1, hE.2, fun E' h' => ?_⟩
  -- monotonicity forces two roots to coincide
  rcases le_total E E' with h | h
  · linarith [selfEnergy_anti hw h h'.1, h'.2]
  · linarith [selfEnergy_anti hw h hlt, h'.2]

/-- If the weights are non-negative, at least one of them is positive, and `E₀` lies below all
excited levels, then both bounds on a root below those levels are strict. -/
theorem IsBWRoot.strict_bounds {E₀ E : ℝ} {w e : ι → ℝ} (hw : ∀ k, 0 ≤ w k)
    (h₀ : ∀ k, E₀ < e k) (h : IsBWRoot E₀ w e E) {j : ι} (hj : 0 < w j) :
    E₀ + selfEnergy w e E₀ < E ∧ E < E₀ := by
  have hneg : selfEnergy w e E < ∑ _k : ι, (0 : ℝ) :=
    Finset.sum_lt_sum
      (fun k _ => div_nonpos_of_nonneg_of_nonpos (hw k) (sub_neg.2 (h.1 k)).le)
      ⟨j, Finset.mem_univ j, div_neg_of_pos_of_neg hj (sub_neg.2 (h.1 j))⟩
  rw [Finset.sum_const_zero] at hneg
  have hlt : E < E₀ := by linarith [h.2]
  -- compare the self-energies at `E` and `E₀` term by term
  have hanti : selfEnergy w e E₀ < selfEnergy w e E := by
    have hterm : ∀ k, w k / (E - e k) - w k / (E₀ - e k)
        = w k * (E₀ - E) / ((E - e k) * (E₀ - e k)) := fun k => by
      rw [div_sub_div _ _ (sub_neg.2 (h.1 k)).ne (sub_neg.2 (h₀ k)).ne]
      congr 1
      ring
    have hden : ∀ k, 0 < (E - e k) * (E₀ - e k) := fun k =>
      mul_pos_of_neg_of_neg (sub_neg.2 (h.1 k)) (sub_neg.2 (h₀ k))
    refine Finset.sum_lt_sum (fun k _ => ?_) ⟨j, Finset.mem_univ j, ?_⟩
    · have := div_nonneg (mul_nonneg (hw k) (sub_pos.2 hlt).le) (hden k).le
      linarith [hterm k]
    · have := div_pos (mul_pos hj (sub_pos.2 hlt)) (hden j)
      linarith [hterm j]
  exact ⟨by linarith [h.2], hlt⟩

variable [DecidableEq ι]

/-- The Hamiltonian of a reference state of energy `E₀` coupled by amplitudes `v_k` to excited
states of energies `E_k` that do not couple to each other. -/
def starHamiltonian (E₀ : ℝ) (v : ι → ℂ) (e : ι → ℝ) : Matrix (Option ι) (Option ι) ℂ :=
  Matrix.of fun i j => match i, j with
    | none, none => (E₀ : ℂ)
    | none, some k => conj (v k)
    | some k, none => v k
    | some k, some l => if k = l then (e k : ℂ) else 0

/-- An energy below all excited levels is an eigenvalue of the star Hamiltonian exactly when it
solves the second-order Brillouin-Wigner equation with weights `|v_k|²`. -/
theorem eigenvalue_iff_bw {E₀ E : ℝ} {v : ι → ℂ} {e : ι → ℝ} (hE : ∀ k, E < e k) :
    (∃ c : Option ι → ℂ, c ≠ 0 ∧ starHamiltonian E₀ v e *ᵥ c = (E : ℂ) • c) ↔
      E = E₀ + selfEnergy (fun k => ‖v k‖ ^ 2) e E := by
  have hne : ∀ k, (E : ℂ) - (e k : ℂ) ≠ 0 := fun k =>
    sub_ne_zero.2 (by exact_mod_cast (hE k).ne)
  have hnone : ∀ c : Option ι → ℂ, (starHamiltonian E₀ v e *ᵥ c) none
      = E₀ * c none + ∑ k, conj (v k) * c (some k) := fun c => by
    simp [starHamiltonian, Matrix.mulVec, dotProduct, Fintype.sum_option]
  have hsome : ∀ (c : Option ι → ℂ) (k : ι), (starHamiltonian E₀ v e *ᵥ c) (some k)
      = v k * c none + e k * c (some k) := fun c k => by
    simp [starHamiltonian, Matrix.mulVec, dotProduct, Fintype.sum_option]
  have key : ((selfEnergy (fun k => ‖v k‖ ^ 2) e E : ℝ) : ℂ)
      = ∑ k, conj (v k) * (v k / ((E : ℂ) - e k)) := by
    unfold selfEnergy
    push_cast
    refine Finset.sum_congr rfl fun k _ => ?_
    rw [← mul_div_assoc, Complex.conj_mul']
  constructor
  · rintro ⟨c, hc, h⟩
    have h0 := congrFun h none
    have hk := fun k => congrFun h (some k)
    simp only [hnone, Pi.smul_apply, smul_eq_mul] at h0
    simp only [hsome, Pi.smul_apply, smul_eq_mul] at hk
    -- eliminate the excited amplitudes
    have hs : ∀ k, c (some k) = v k / ((E : ℂ) - e k) * c none := fun k => by
      rw [div_mul_eq_mul_div, eq_div_iff (hne k)]
      linear_combination -(hk k)
    have hc0 : c none ≠ 0 := by
      intro h'
      apply hc
      funext i
      cases i with
      | none => exact h'
      | some k => simp [hs k, h']
    have hsum : ∑ k, conj (v k) * c (some k)
        = ((selfEnergy (fun k => ‖v k‖ ^ 2) e E : ℝ) : ℂ) * c none := by
      rw [key, Finset.sum_mul]
      refine Finset.sum_congr rfl fun k _ => ?_
      rw [hs k]
      ring
    rw [hsum] at h0
    apply Complex.ofReal_injective
    rw [Complex.ofReal_add]
    apply mul_right_cancel₀ hc0
    linear_combination -h0
  · intro h
    refine ⟨fun i => i.elim 1 fun k => v k / ((E : ℂ) - e k), fun h' => ?_, ?_⟩
    · have := congrFun h' none
      simp at this
    · funext i
      cases i with
      | none =>
        simp only [hnone, Pi.smul_apply, smul_eq_mul, Option.elim_none, Option.elim_some,
          mul_one]
        rw [← key, ← Complex.ofReal_add, ← h]
      | some k =>
        simp only [hsome, Pi.smul_apply, smul_eq_mul, Option.elim_none, Option.elim_some]
        have h1 : v k / ((E : ℂ) - e k) * ((E : ℂ) - e k) = v k := div_mul_cancel₀ _ (hne k)
        linear_combination -h1

/-- If `E₀` lies below all excited levels, the star Hamiltonian has exactly one real eigenvalue
below those levels, and it lies between the second-order Rayleigh-Schrödinger energy and the
reference energy. -/
theorem starHamiltonian_low_eigenvalue {E₀ : ℝ} (v : ι → ℂ) {e : ι → ℝ}
    (h₀ : ∀ k, E₀ < e k) :
    ∃ E : ℝ, ((∀ k, E < e k) ∧
        ∃ c : Option ι → ℂ, c ≠ 0 ∧ starHamiltonian E₀ v e *ᵥ c = (E : ℂ) • c) ∧
      E₀ + selfEnergy (fun k => ‖v k‖ ^ 2) e E₀ ≤ E ∧ E ≤ E₀ ∧
      ∀ E' : ℝ, (∀ k, E' < e k) →
        (∃ c : Option ι → ℂ, c ≠ 0 ∧ starHamiltonian E₀ v e *ᵥ c = (E' : ℂ) • c) →
        E' = E := by
  obtain ⟨E, hE, hlo, hhi, huniq⟩ :=
    brillouinWigner_root (w := fun k => ‖v k‖ ^ 2) (fun k => sq_nonneg ‖v k‖) h₀
  exact ⟨E, ⟨hE.1, (eigenvalue_iff_bw hE.1).2 hE.2⟩, hlo, hhi,
    fun E' h' hc => huniq E' ⟨h', (eigenvalue_iff_bw h').1 hc⟩⟩

end

end BrillouinWigner
```

```lean
#print axioms BrillouinWigner.IsBWRoot.bounds
#print axioms BrillouinWigner.brillouinWigner_root
#print axioms BrillouinWigner.IsBWRoot.strict_bounds
#print axioms BrillouinWigner.starHamiltonian_low_eigenvalue
```

```
'BrillouinWigner.IsBWRoot.bounds' depends on axioms: [propext, Classical.choice, Quot.sound]
'BrillouinWigner.brillouinWigner_root' depends on axioms: [propext, Classical.choice, Quot.sound]
'BrillouinWigner.IsBWRoot.strict_bounds' depends on axioms: [propext, Classical.choice, Quot.sound]
'BrillouinWigner.starHamiltonian_low_eigenvalue' depends on axioms: [propext, Classical.choice, Quot.sound]
```

## What the Lean statements say about the physics

The finite type `ι` labels the excited states. The functions `e` and `w` hold the real numbers $E_k$ and $w_k$, and `selfEnergy w e E` is $\Sigma(E)$. The predicate `IsBWRoot E₀ w e E` says two things: $E$ lies below every $E_k$, and $E$ solves the equation. Its first half keeps every denominator away from zero, where Lean would otherwise assign the quotient the value zero.

`brillouinWigner_root` has two hypotheses. `hw` says that the weights are non-negative, as squared moduli of couplings are. `h₀` says that the reference level lies strictly below every excited level, which rules out a degenerate reference. The conclusion gives a root, its two bounds, and the statement that every other `IsBWRoot` equals it. `IsBWRoot.strict_bounds` adds strict inequalities when some `w j` is positive.

`starHamiltonian E₀ v e` is a complex matrix indexed by `Option ι`: `none` is the reference state and `some k` is excited state $k$. Its convention is that $v_k$ stands in row $k$ of the reference column, with the conjugate in the transposed position. $E_0$ and $E_k$ are the diagonal elements of the full matrix, so any first-order shifts are already contained in them.

`eigenvalue_iff_bw` concerns a real energy below all excited levels. It says that a nonzero eigenvector exists for this energy exactly when the energy solves the equation with weights `‖v k‖ ^ 2`. `starHamiltonian_low_eigenvalue` combines this with the root theorem: the matrix has exactly one real eigenvalue below all $E_k$, within the same two bounds. As the matrix is Hermitian, this is its ground-state energy.

The result concerns the second-order equation with finitely many levels, and not the Brillouin–Wigner series at higher orders. For a general Hamiltonian, whose excited states couple to each other, the second-order root is an approximation, and the bounds locate that root rather than the exact energy.

In electronic-structure terms, within this finite second-order model, the Brillouin–Wigner correction never exceeds the Rayleigh–Schrödinger one in magnitude when both use the same levels and weights. The difference is largest in effect near degeneracy: for one excited level with fixed $w_1>0$, the Rayleigh–Schrödinger correction diverges as $E_1\to E_0$, while the Brillouin–Wigner correction tends to $-\sqrt{w_1}$.

## How the proof follows the algebra

`selfEnergy_anti` is the monotonicity step. It compares the sums term by term with `Finset.sum_le_sum`. `div_sub_div` puts the difference over a common denominator, `nlinarith` settles the sign of the numerator, and `mul_pos_of_neg_of_neg` that of the denominator.

`IsBWRoot.bounds` first shows that the self-energy is non-positive at the root, which gives the upper bound, and then applies `selfEnergy_anti` between $E$ and $E_0$ for the lower one.

In `brillouinWigner_root`, `hc` is the continuity of $g$ on $[a,E_0]$, and `hmem` records that zero lies between $g(a)$ and $g(E_0)$. `intermediate_value_Icc` then produces the root. For uniqueness, `le_total` orders the two roots, and monotonicity together with the two equations forces equality in either order.

`IsBWRoot.strict_bounds` uses `Finset.sum_lt_sum`, which asks for a weak inequality in every term and a strict one in at least one; level `j` provides the latter. The identity `hterm` is the difference formula displayed above, with $E'=E_0$.

In `eigenvalue_iff_bw`, `hnone` and `hsome` write out the two kinds of matrix row. The forward direction is the elimination: `hs` solves for the excited amplitudes, `hc0` shows $c_0\ne0$, and `hsum` turns the coupling sum into $\Sigma(E)\,c_0$. `mul_right_cancel₀` then divides by $c_0$. The identity `key` supplies $\overline{v_k}v_k=|v_k|^2$ and carries the real self-energy into the complex numbers. The reverse direction inserts the vector with $c_0=1$ and checks both kinds of row.

`starHamiltonian_low_eigenvalue` applies the root theorem with $w_k=|v_k|^2$ and translates both existence and uniqueness through this equivalence.

## A polynomial version of the equation

The equation could also have been modelled without division, by multiplying through by all the denominators:

$$(E-E_0)\prod_k(E-E_k)=\sum_k w_k\prod_{l\ne k}(E-E_l).$$

For $w_k=|v_k|^2$ this is the characteristic equation of the star Hamiltonian, so it covers the whole spectrum. Below all excited levels it has the same solutions as the original equation, since the product of denominators is nonzero there. Elsewhere it can gain solutions: if $w_k=0$, then $E=E_k$ satisfies the polynomial equation, representing an uncoupled excited state that the self-energy does not see. The fractional form keeps the monotonicity in view, which the proofs of existence, uniqueness and the lower bound use.
